# An energy shift of all compounds, linear in composition, changes the energy of a fixed decomposition only through elemental products

Let a compound A₂B decompose into A and AB. Raise the energy of every compound by \(a\) per A atom and \(b\) per B atom, and leave the elements alone. Then A₂B rises by \(2a+b\), AB rises by \(a+b\), and A stays where it was. The energy of A₂B relative to its products changes by \(a\), which is the shift that the elemental product A did not receive.

In general, let a compound have composition \(c\) and energy \(E(c)\), and let it decompose into amounts \(f_j\) of phases with compositions \(c_j\) and energies \(E_j\), so that \(c=\sum_j f_j c_j\). Its decomposition energy is

\[
\Delta = E(c)-\sum_j f_j E_j ,
\]

which is positive when the products are lower in energy. If every non-elemental phase of composition \(x\) is shifted by \(l(x)\), with \(l\) linear, the new value is

\[
\Delta' = \Delta + \sum_{j\ \text{elemental}} f_j\, l(c_j).
\]

Without elemental products, \(\Delta'=\Delta\).

## Per-element corrections in phase-diagram codes

Density-functional energies of compounds are often corrected by a constant per atom of a given element, while the elemental references keep their energies. When one such linear rule acts on all compounds, the identity says how the correction enters each reaction energy. Formation energies take it in full, and reactions among compounds do not feel it.

A code can compare the two sides of the identity for a stored reaction, with the amounts \(f_j\) held fixed. If it looks up the lowest-energy products again after the correction, the reaction may have changed, and the difference of the two results need not follow the identity. The old products remain lowest in energy if none of them is an elemental phase and if the correction that compounds receive per atom is zero or negative for every element.

## Mass balance cancels the compound terms

Linearity and the balance \(c=\sum_j f_j c_j\) give

\[
l(c)=\sum_j f_j\, l(c_j).
\]

The target is a compound, so it gains \(l(c)\). The products together gain \(\sum_{j\ \text{compound}} f_j\, l(c_j)\). Hence

\[
\Delta'-\Delta=\sum_j f_j\, l(c_j)-\sum_{j\ \text{compound}} f_j\, l(c_j)
=\sum_{j\ \text{elemental}} f_j\, l(c_j).
\]

If all products are elemental, the right-hand side is \(l(c)\). If \(l\) is positive on every elemental composition and all \(f_j\ge 0\), the right-hand side is a sum of non-negative terms. It vanishes only when every elemental amount is zero.

Now let \(f\) have the lowest total energy among all decompositions of \(c\) into non-negative amounts, let it contain no elemental phase, and let \(l\le 0\) on elemental compositions. Write \(E'_j\) for the shifted energies. For any other decomposition \(g\),

\[
\sum_j g_j E'_j=\sum_j g_j E_j+l(c)-\sum_{j\ \text{elemental}} g_j\, l(c_j)
\ \ge\ \sum_j f_j E_j+l(c)=\sum_j f_j E'_j ,
\]

so \(f\) is still lowest.

An upward shift can break this. Take A and B at energy 0 and AB at −1. At composition AB, the balance of A allows at most one unit of AB, so no decomposition lies below −1, and AB alone is lowest. Raising compounds by one energy unit per atom moves AB to +1, and A + B at 0 is then lower.

## The Lean source

```lean
import Mathlib

open Finset

namespace CompoundEnergyShift

noncomputable section

variable {κ ι : Type*} [Fintype ι]

/-- A composition is elemental when one chemical element is present in positive amount and
all others are absent. -/
def IsElemental (x : κ → ℝ) : Prop :=
  ∃ k, 0 < x k ∧ ∀ k', k' ≠ k → x k' = 0

open scoped Classical in
/-- The energy of a phase of composition `x` after the shift: an elemental phase keeps its
energy `e`, every other phase receives the additional energy `l x`. -/
def shiftedEnergy (l : (κ → ℝ) →ₗ[ℝ] ℝ) (x : κ → ℝ) (e : ℝ) : ℝ :=
  if IsElemental x then e else e + l x

/-- The energy `e` of a phase minus the energy of the amounts `f` of phases with energies `E`. -/
def decompositionEnergy (e : ℝ) (f E : ι → ℝ) : ℝ :=
  e - ∑ j, f j * E j

/-- Non-negative amounts `f` of the phases that together have the composition `c`. -/
def IsDecomposition (comp : ι → κ → ℝ) (c : κ → ℝ) (f : ι → ℝ) : Prop :=
  (∀ j, 0 ≤ f j) ∧ ∑ j, f j • comp j = c

/-- A decomposition of `c` whose products have the lowest total energy among all
decompositions of `c`. -/
def IsHullDecomposition (comp : ι → κ → ℝ) (E : ι → ℝ) (c : κ → ℝ) (f : ι → ℝ) : Prop :=
  IsDecomposition comp c f ∧
    ∀ g, IsDecomposition comp c g → ∑ j, f j * E j ≤ ∑ j, g j * E j

open scoped Classical in
/-- For a balanced decomposition of a non-elemental phase, the shift changes the decomposition
energy by the sum of `f j * l (comp j)` over the elemental products. -/
theorem decompositionEnergy_shift (l : (κ → ℝ) →ₗ[ℝ] ℝ) {comp : ι → κ → ℝ} {c : κ → ℝ}
    {f : ι → ℝ} (hc : ¬ IsElemental c) (hbal : ∑ j, f j • comp j = c) (e : ℝ) (E : ι → ℝ) :
    decompositionEnergy (shiftedEnergy l c e) f (fun j => shiftedEnergy l (comp j) (E j)) =
      decompositionEnergy e f E + ∑ j with IsElemental (comp j), f j * l (comp j) := by
  -- linearity turns the mass balance into a balance of the shifts
  have hl : l c = ∑ j, f j * l (comp j) := by
    rw [← hbal, map_sum]
    simp only [map_smul, smul_eq_mul]
  -- each product is shifted in full, except that elemental products give the shift back
  have hj : ∀ j, f j * shiftedEnergy l (comp j) (E j) = f j * E j + f j * l (comp j) -
      (if IsElemental (comp j) then f j * l (comp j) else 0) := by
    intro j
    unfold shiftedEnergy
    split_ifs <;> ring
  have hs : shiftedEnergy l c e = e + l c := if_neg hc
  unfold decompositionEnergy
  rw [Finset.sum_filter, hs, hl]
  simp only [hj, Finset.sum_sub_distrib, Finset.sum_add_distrib]
  ring

/-- If a non-elemental phase decomposes without elemental products, the shift leaves its
decomposition energy unchanged. -/
theorem decompositionEnergy_shift_of_no_elements (l : (κ → ℝ) →ₗ[ℝ] ℝ) {comp : ι → κ → ℝ}
    {c : κ → ℝ} {f : ι → ℝ} (hc : ¬ IsElemental c) (hbal : ∑ j, f j • comp j = c)
    (hno : ∀ j, IsElemental (comp j) → f j = 0) (e : ℝ) (E : ι → ℝ) :
    decompositionEnergy (shiftedEnergy l c e) f (fun j => shiftedEnergy l (comp j) (E j)) =
      decompositionEnergy e f E := by
  classical
  rw [decompositionEnergy_shift l hc hbal, Finset.sum_eq_zero, add_zero]
  intro j hj
  rw [hno j (Finset.mem_filter.mp hj).2, zero_mul]

/-- For a shift that is positive on elemental compositions, the decomposition energy of a
non-elemental phase is unchanged exactly when no elemental products occur. -/
theorem decompositionEnergy_shift_eq_iff (l : (κ → ℝ) →ₗ[ℝ] ℝ) {comp : ι → κ → ℝ}
    {c : κ → ℝ} {f : ι → ℝ} (hl : ∀ x, IsElemental x → 0 < l x) (hc : ¬ IsElemental c)
    (hf : IsDecomposition comp c f) (e : ℝ) (E : ι → ℝ) :
    decompositionEnergy (shiftedEnergy l c e) f (fun j => shiftedEnergy l (comp j) (E j)) =
      decompositionEnergy e f E ↔ ∀ j, IsElemental (comp j) → f j = 0 := by
  classical
  constructor
  · intro h j hj
    rw [decompositionEnergy_shift l hc hf.2] at h
    have h0 : ∑ j with IsElemental (comp j), f j * l (comp j) = 0 := by linarith
    -- a vanishing sum of non-negative terms vanishes term by term
    have h1 := (Finset.sum_eq_zero_iff_of_nonneg (fun i hi =>
      mul_nonneg (hf.1 i) (hl _ (Finset.mem_filter.mp hi).2).le)).mp h0 j (by simp [hj])
    exact (mul_eq_zero.mp h1).resolve_right (hl _ hj).ne'
  · intro hno
    exact decompositionEnergy_shift_of_no_elements l hc hf.2 hno e E

/-- The formation energy of a non-elemental phase from elemental phases changes by the full
shift `l c`. -/
theorem formationEnergy_shift (l : (κ → ℝ) →ₗ[ℝ] ℝ) {comp : ι → κ → ℝ} {c : κ → ℝ}
    {f : ι → ℝ} (hc : ¬ IsElemental c) (hbal : ∑ j, f j • comp j = c)
    (hel : ∀ j, IsElemental (comp j)) (e : ℝ) (E : ι → ℝ) :
    decompositionEnergy (shiftedEnergy l c e) f (fun j => shiftedEnergy l (comp j) (E j)) =
      decompositionEnergy e f E + l c := by
  classical
  rw [decompositionEnergy_shift l hc hbal, Finset.filter_true_of_mem (fun j _ => hel j),
    ← hbal, map_sum]
  simp only [map_smul, smul_eq_mul]

/-- If the shift is nowhere positive on elemental compositions, a hull decomposition of a
non-elemental phase without elemental products remains a hull decomposition, with the same
decomposition energy. -/
theorem hullDecomposition_shift (l : (κ → ℝ) →ₗ[ℝ] ℝ) {comp : ι → κ → ℝ} {c : κ → ℝ}
    {f E : ι → ℝ} (hl : ∀ x, IsElemental x → l x ≤ 0) (hc : ¬ IsElemental c)
    (hf : IsHullDecomposition comp E c f) (hno : ∀ j, IsElemental (comp j) → f j = 0) (e : ℝ) :
    IsHullDecomposition comp (fun j => shiftedEnergy l (comp j) (E j)) c f ∧
      decompositionEnergy (shiftedEnergy l c e) f (fun j => shiftedEnergy l (comp j) (E j)) =
        decompositionEnergy e f E := by
  classical
  have h1 := decompositionEnergy_shift_of_no_elements l hc hf.1.2 hno e E
  refine ⟨⟨hf.1, fun g hg => ?_⟩, h1⟩
  have h2 := decompositionEnergy_shift l hc hg.2 e E
  -- a competing decomposition can only lose by its elemental products
  have h3 : ∑ j with IsElemental (comp j), g j * l (comp j) ≤ 0 :=
    Finset.sum_nonpos fun j hj =>
      mul_nonpos_iff.mpr (Or.inl ⟨hg.1 j, hl _ (Finset.mem_filter.mp hj).2⟩)
  have h4 := hf.2 g hg
  simp only [decompositionEnergy] at h1 h2
  change ∑ j, f j * shiftedEnergy l (comp j) (E j) ≤ ∑ j, g j * shiftedEnergy l (comp j) (E j)
  linarith

/-- The compositions of the phases A, B and AB of a binary system. -/
def binaryComp : Fin 3 → Fin 2 → ℝ := ![![1, 0], ![0, 1], ![1, 1]]

/-- Energies of A, B and AB: zero for the elements and `-1` for the compound. -/
def binaryEnergy : Fin 3 → ℝ := ![0, 0, -1]

/-- The number of atoms in a binary composition, as a linear function. -/
def atomCount : (Fin 2 → ℝ) →ₗ[ℝ] ℝ where
  toFun x := x 0 + x 1
  map_add' x y := by
    simp only [Pi.add_apply]
    ring
  map_smul' a x := by
    simp only [Pi.smul_apply, smul_eq_mul, RingHom.id_apply]
    ring

/-- In the binary system, the phase AB alone is a hull decomposition of the composition AB,
and ceases to be one when compounds are raised by one energy unit per atom. -/
theorem hullDecomposition_lost :
    IsHullDecomposition binaryComp binaryEnergy ![1, 1] ![0, 0, 1] ∧
      ¬ IsHullDecomposition binaryComp
        (fun j => shiftedEnergy atomCount (binaryComp j) (binaryEnergy j))
        ![1, 1] ![0, 0, 1] := by
  constructor
  · refine ⟨⟨fun j => by fin_cases j <;> simp, ?_⟩, fun g hg => ?_⟩
    · ext k
      fin_cases k <;> simp [Fin.sum_univ_three, binaryComp]
    · -- the balance of A allows at most one unit of AB
      have h := congrFun hg.2 0
      simp [Fin.sum_univ_three, binaryComp] at h
      have h0 := hg.1 0
      simp [Fin.sum_univ_three, binaryEnergy]
      linarith
  · intro h
    have hA : IsElemental (binaryComp 0) :=
      ⟨0, by simp [binaryComp], fun k hk => by fin_cases k <;> simp_all [binaryComp]⟩
    have hB : IsElemental (binaryComp 1) :=
      ⟨1, by simp [binaryComp], fun k hk => by fin_cases k <;> simp_all [binaryComp]⟩
    have hAB : ¬ IsElemental (binaryComp 2) := by
      rintro ⟨k, -, hk⟩
      fin_cases k
      · have h1 : (1 : ℝ) = 0 := hk 1 (by decide)
        norm_num at h1
      · have h1 : (1 : ℝ) = 0 := hk 0 (by decide)
        norm_num at h1
    have e0 : shiftedEnergy atomCount (binaryComp 0) (binaryEnergy 0) = 0 := by
      rw [shiftedEnergy, if_pos hA]
      simp [binaryEnergy]
    have e1 : shiftedEnergy atomCount (binaryComp 1) (binaryEnergy 1) = 0 := by
      rw [shiftedEnergy, if_pos hB]
      simp [binaryEnergy]
    have e2 : shiftedEnergy atomCount (binaryComp 2) (binaryEnergy 2) = 1 := by
      rw [shiftedEnergy, if_neg hAB]
      change (-1 : ℝ) + (1 + 1) = 1
      norm_num
    -- after the shift the separate elements are lower in energy
    have hg : IsDecomposition binaryComp ![1, 1] ![1, 1, 0] := by
      refine ⟨fun j => by fin_cases j <;> simp, ?_⟩
      ext k
      fin_cases k <;> simp [Fin.sum_univ_three, binaryComp]
    have h2 := h.2 _ hg
    simp only [Fin.sum_univ_three, e0, e1, e2] at h2
    norm_num at h2
    have h3 : (1 : ℝ) ≤ 0 := h2
    norm_num at h3

end

end CompoundEnergyShift
```

```lean
#print axioms CompoundEnergyShift.decompositionEnergy_shift_of_no_elements
#print axioms CompoundEnergyShift.decompositionEnergy_shift_eq_iff
#print axioms CompoundEnergyShift.hullDecomposition_shift
#print axioms CompoundEnergyShift.hullDecomposition_lost
```

```
'CompoundEnergyShift.decompositionEnergy_shift_of_no_elements' depends on axioms: [propext, Classical.choice, Quot.sound]
'CompoundEnergyShift.decompositionEnergy_shift_eq_iff' depends on axioms: [propext, Classical.choice, Quot.sound]
'CompoundEnergyShift.hullDecomposition_shift' depends on axioms: [propext, Classical.choice, Quot.sound]
'CompoundEnergyShift.hullDecomposition_lost' depends on axioms: [propext, Classical.choice, Quot.sound]
```

## Fixed reactions, hull reactions and the assumption of one linear rule

**Reading the definitions.** The type `κ` labels chemical elements and the finite type `ι` labels candidate phases, with compositions `comp j` and energies `E j`. Energies belong to the amount of matter that the composition vector describes. Per-atom energies therefore go with atomic fractions, and energies per formula unit with formula-unit compositions. `IsElemental` ignores scale and structure, so O₂ and O₃ are both elemental and both stay unshifted. `shiftedEnergy` applies the same rule to the target and to every candidate phase. `IsHullDecomposition` means lowest total energy among the listed phases; the target may or may not be in the list.

**What is guaranteed.** `decompositionEnergy_shift` is the identity for any non-elemental target and any balanced amounts, even negative ones, so it also holds for reactions with phases on both sides. `decompositionEnergy_shift_of_no_elements` and `formationEnergy_shift` are its two extreme cases. `decompositionEnergy_shift_eq_iff` adds the converse for non-negative amounts and a shift that is positive on elemental compositions; with \(l=0\) for one element, that element could appear as a product without any change. `hullDecomposition_shift` keeps element-free hull products under a shift that is nowhere positive on elemental compositions, and `hullDecomposition_lost` is the binary example, which shows that the conclusion fails if the sign of the shift is left free.

**How the lemmas are obtained.** In the main theorem, `hl` is the balance of shifts, from `map_sum` and `map_smul`. The step `hj` writes each product's energy as fully shifted, minus the shift given back if the product is elemental; `split_ifs` treats the two cases, and `ring` collects the terms. The converse uses the fact that a vanishing sum of non-negative terms vanishes term by term. The hull theorem applies the identity to each competitor `g`, bounds its elemental sum by zero in `h3`, and leaves the chain of inequalities to `linarith`. The binary example evaluates the three shifted energies and exhibits A + B as the cheaper decomposition.

**What is left to the user.** That a real correction scheme is a single linear function of composition is an assumption. A scheme that treats oxygen differently in oxides and peroxides is not of this form, and its corrections can then survive in reactions without elemental products. Nor do the theorems say how large an upward shift a given hull tolerates: in the binary example, 0.4 per atom would leave AB at −0.2, still below the elements.
